# Collective Decay down the Dicke Ladder: Rates up to $g(N+1)^2/4$ and Mean Emission Time $2H_N/(g(N+1))$

Let $N\ge 1$ identical two-level emitters decay collectively, and let $g>0$ be the spontaneous emission rate of a single emitter. The symmetric states are labelled by the collective spin $J=N/2$ and its projection $M$. With $k$ emitters excited, $M=k-N/2$. The lowering operator acts as

$$J_-|J,M\rangle=\sqrt{(J+M)(J-M+1)}\,|J,M-1\rangle ,$$

and the emission rate $r_k$ out of the state with $k$ excitations is $g$ times the square of this matrix element. The ladder starts at $k=N$ and ends at $k=0$, with one photon emitted per step. The waiting time on each rung is exponentially distributed. We write $H_N=\sum_{k=1}^N 1/k$ for the harmonic number.

These rates describe undriven emitters that couple identically to a common radiation field at zero temperature and without memory, and that have no individual decay, no dephasing and no direct interactions with one another. Within that idealisation, the largest rate grows as $N^2$, while the mean time to empty the ladder falls only as $(\log N)/N$.

## The rates and the total time by hand

Since $J+M=k$ and $J-M+1=N+1-k$, the rate is

$$r_k=g\,k\,(N+1-k).$$

Completing the square gives

$$\frac{g(N+1)^2}{4}-r_k=\frac g4\bigl(2k-(N+1)\bigr)^2\ \ge 0 .$$

So $r_k\le g(N+1)^2/4$, with equality exactly when $2k=N+1$. This requires odd $N$. For even $N=2m$,

$$r_m-r_k=g\,(m-k)(m-k+1)\ge 0,$$

because a product of two consecutive integers is never negative. The largest rate is then $r_m=g\,m(m+1)$.

For a rate $r>0$, integration by parts gives $\int_0^\infty t\,e^{-rt}\,dt=\frac1r\int_0^\infty e^{-rt}\,dt=1/r^2$, so the mean waiting time is

$$\int_0^\infty t\,r\,e^{-rt}\,dt=\frac1r .$$

The mean total time $T$ is the sum of the mean waiting times. Partial fractions split each term:

$$\frac1{r_k}=\frac{1}{g(N+1)}\left(\frac1k+\frac1{N+1-k}\right).$$

As $k$ runs from $1$ to $N$, so does $N+1-k$, in reverse order. Both parts therefore sum to $H_N$, and

$$T=\sum_{k=1}^N\frac1{r_k}=\frac{2H_N}{g(N+1)} .$$

Independent emitters with $k$ excitations left have total rate $gk$ and need the mean time $H_N/g$. The collective time is $2/(N+1)$ times this, which is no gain for $N=1$ and a real one from $N=2$ on.

Comparing $1/k$ with the integral of $1/x$ over neighbouring unit intervals gives $\log(N+1)\le H_N\le 1+\log N\le 1+\log(N+1)$, and hence

$$\frac{2\log(N+1)}{g(N+1)}\le T\le\frac{2\,(1+\log(N+1))}{g(N+1)} .$$

For $N=4$ the rates are $4g,6g,6g,4g$, all below $6.25\,g$, and the total time is $5/(6g)$.

## The ladder in a quantum-jump simulation

For purely collective decay from the fully excited state, a quantum-jump trajectory reduces to a list of waiting times. On each rung one draws a fresh $u$ uniformly from $(0,1)$, advances the clock by $-\log(u)/r_k$ and lowers $k$ by one, until $k=0$ is reached. The final clock reading, averaged over many trajectories, should approach $2H_N/(g(N+1))$, which tests the rates in the code. In a scheme with fixed time step $\Delta t$, the condition $g(N+1)^2\Delta t/4\ll 1$ keeps the jump probability per step small on every rung.

## Rates, waiting times and their sum in Lean

```lean
import Mathlib

open Finset

namespace DickeLadder

noncomputable section
```

The rate is defined from the spin quantum numbers, so that the product form in $k$ is a result and not an input. Here `g`, `J` and `M` are real numbers.

```lean
/-- Collective emission rate out of the Dicke state with spin quantum numbers `J` and `M`:
the single-emitter rate `g` times the squared matrix element of the lowering operator. -/
def spinRate (g J M : ℝ) : ℝ := g * ((J + M) * (J - M + 1))
```

The numbers of emitters and excitations are natural numbers, converted to reals before the division by two.

```lean
/-- Emission rate of `N` emitters in the symmetric Dicke state with `k` excitations,
that is `J = N/2` and `M = k - N/2`. -/
def ladderRate (g : ℝ) (N k : ℕ) : ℝ := spinRate g (N / 2) (k - N / 2)
```

That order matters. If `N / 2` were computed in the natural numbers, it would round down for odd $N$. A single emitter would then have $J=0$ and, when excited, $M=1$, so its rate would be $g\cdot 1\cdot 0=0$ and it would never decay.

The mean waiting time is defined as an integral over positive times.

```lean
/-- Mean waiting time for an emission event whose time has the exponential density
`r exp (-r t)`. -/
def meanWait (r : ℝ) : ℝ := ∫ t in Set.Ioi (0 : ℝ), t * (r * Real.exp (-(r * t)))
```

The total time is the sum of these means over the rungs `Icc 1 N`, that is $k=1,\dots,N$. It takes an arbitrary rate function `r`, so the same definition serves collective and independent decay.

```lean
/-- Mean time to emit all `N` photons one after the other, when the emission rate with
`k` excitations left is `r k`. -/
def emissionTime (r : ℕ → ℝ) (N : ℕ) : ℝ := ∑ k ∈ Icc 1 N, meanWait (r k)
```

The definition adds means directly; it does not construct the random total time or its distribution. The matrix element and the exponential law are likewise put in by definition and not derived from a master equation, and the time profile of the superradiant pulse is not treated.

## The largest rate on the ladder

Unfolding the definitions and simplifying gives $r_k=g\,k(N+1-k)$.

```lean
/-- The Dicke ladder rate with `k` excitations is `g k (N + 1 - k)`. -/
theorem ladderRate_eq (g : ℝ) (N k : ℕ) :
    ladderRate g N k = g * ((k : ℝ) * ((N : ℝ) + 1 - k)) := by
  unfold ladderRate spinRate
  ring
```

The next theorem states the bound together with its equality case, for positive `g` and all natural numbers `N` and `k`. The physical rungs are those with $k\le N$.

```lean
/-- Every ladder rate is at most `g (N + 1)² / 4`, and the bound is reached exactly when
`2 k = N + 1`. -/
theorem ladderRate_le {g : ℝ} (hg : 0 < g) (N k : ℕ) :
    ladderRate g N k ≤ g * ((N : ℝ) + 1) ^ 2 / 4 ∧
      (ladderRate g N k = g * ((N : ℝ) + 1) ^ 2 / 4 ↔ 2 * k = N + 1) := by
  -- completing the square
  have key : g * ((N : ℝ) + 1) ^ 2 / 4 - ladderRate g N k
      = g * (2 * (k : ℝ) - (N + 1)) ^ 2 / 4 := by
    rw [ladderRate_eq]
    ring
  constructor
  · have h : 0 ≤ g * (2 * (k : ℝ) - (N + 1)) ^ 2 / 4 := by positivity
    linarith
  · constructor
    · intro h
      have h0 : g * (2 * (k : ℝ) - (N + 1)) ^ 2 = 0 := by linarith
      have h1 : (2 * (k : ℝ) - (N + 1)) ^ 2 = 0 :=
        (mul_eq_zero.mp h0).resolve_left hg.ne'
      have h2 : 2 * (k : ℝ) - (N + 1) = 0 := pow_eq_zero_iff (two_ne_zero) |>.mp h1
      have h3 : 2 * (k : ℝ) = N + 1 := by linarith
      exact_mod_cast h3
    · intro h
      have h3 : 2 * (k : ℝ) = N + 1 := by exact_mod_cast h
      have h4 : 2 * (k : ℝ) - (N + 1) = 0 := by linarith
      rw [h4] at key
      linarith
```

The identity `key` is the completed square. Its right-hand side is non-negative, which gives the inequality. If equality holds, the square vanishes, so $2k=N+1$ as real numbers, and `exact_mod_cast` carries this back to natural numbers. The converse substitutes $2k=N+1$ into `key`.

For even $N$ the bound is not attained, and the maximum is stated separately.

```lean
/-- For an even number `2 m` of emitters no ladder rate exceeds the one at half excitation,
which equals `g m (m + 1)`. -/
theorem ladderRate_even_le {g : ℝ} (hg : 0 < g) (m k : ℕ) :
    ladderRate g (2 * m) k ≤ ladderRate g (2 * m) m ∧
      ladderRate g (2 * m) m = g * ((m : ℝ) * (m + 1)) := by
  have hm : ladderRate g (2 * m) m = g * ((m : ℝ) * (m + 1)) := by
    rw [ladderRate_eq]
    push_cast
    ring
  refine ⟨?_, hm⟩
  rw [hm, ladderRate_eq]
  push_cast
  apply mul_le_mul_of_nonneg_left _ hg.le
  -- the deficit is a product of two consecutive integers
  rcases Nat.lt_or_ge m k with h | h
  · have h' : (m : ℝ) + 1 ≤ k := by exact_mod_cast h
    nlinarith [mul_nonneg (show (0 : ℝ) ≤ k - m by linarith)
      (show (0 : ℝ) ≤ k - m - 1 by linarith)]
  · have h' : (k : ℝ) ≤ m := by exact_mod_cast h
    nlinarith [mul_nonneg (show (0 : ℝ) ≤ m - k by linarith)
      (show (0 : ℝ) ≤ m - k + 1 by linarith)]
```

The proof distinguishes $k>m$ from $k\le m$. In the first case $k\ge m+1$, because $k$ is an integer, so $k-m$ and $k-m-1$ are both non-negative. In the second, $m-k$ and $m-k+1$ are. Each product is the deficit $(m-k)(m-k+1)$ found by hand, and `nlinarith` uses it to close the inequality.

## From one waiting time to the harmonic sum

For a positive rate `r`, the mean waiting time is evaluated with Mathlib's Gamma integral where the hand derivation integrates by parts.

```lean
/-- The mean waiting time of an emission event with rate `r` is `1 / r`. -/
theorem meanWait_eq {r : ℝ} (hr : 0 < r) : meanWait r = 1 / r := by
  have h := Real.integral_rpow_mul_exp_neg_mul_Ioi (a := 2) (r := r) (by norm_num) hr
  have e : (2 : ℝ) - 1 = 1 := by norm_num
  rw [e] at h
  simp only [Real.rpow_one] at h
  have hf : (fun t : ℝ => t * (r * Real.exp (-(r * t))))
      = fun t : ℝ => r * (t * Real.exp (-(r * t))) := by
    funext t
    ring
  unfold meanWait
  rw [hf, MeasureTheory.integral_const_mul, h, Real.Gamma_two, Real.rpow_two]
  field_simp
```

With `a := 2` the integral of $t\,e^{-rt}$ is $\Gamma(2)/r^2=1/r^2$, and the factor $r$ pulled out of the integrand leaves $1/r$.

The partial fractions come next. The hypothesis `hk` places $k$ between $1$ and $N$, which makes both factors of the rate positive.

```lean
/-- The mean waiting time on the `k`-th rung splits into a part `1 / k` and a part
`1 / (N + 1 - k)`, both divided by `g (N + 1)`. -/
theorem meanWait_ladderRate {g : ℝ} (hg : 0 < g) {N k : ℕ} (hk : k ∈ Icc 1 N) :
    meanWait (ladderRate g N k)
      = 1 / (g * ((N : ℝ) + 1)) * (1 / (k : ℝ) + 1 / ((N : ℝ) + 1 - k)) := by
  rw [mem_Icc] at hk
  have ha : (0 : ℝ) < k := by exact_mod_cast hk.1
  have hkN : (k : ℝ) ≤ N := by exact_mod_cast hk.2
  have hb : (0 : ℝ) < (N : ℝ) + 1 - k := by linarith
  have split : ∀ a b : ℝ, 0 < a → 0 < b →
      1 / (g * (a * b)) = 1 / (g * (a + b)) * (1 / a + 1 / b) := by
    intro a b ha hb
    rw [div_add_div _ _ ha.ne' hb.ne', div_mul_div_comm,
      div_eq_div_iff (by positivity) (by positivity)]
    ring
  rw [ladderRate_eq, meanWait_eq (by positivity), split _ _ ha hb]
  have hs : (k : ℝ) + ((N : ℝ) + 1 - k) = N + 1 := by ring
  rw [hs]
```

The auxiliary statement `split` is the identity $\frac1{g\,ab}=\frac1{g(a+b)}\left(\frac1a+\frac1b\right)$ for positive $a$ and $b$. It is applied with $a=k$ and $b=N+1-k$, whose sum is $N+1$.

Mathlib's `harmonic N` is a rational number, so a short lemma rewrites it as a real sum over the same rungs.

```lean
/-- The harmonic number as a real sum over the rungs of the ladder. -/
theorem harmonic_eq_sum (N : ℕ) : (harmonic N : ℝ) = ∑ k ∈ Icc 1 N, 1 / (k : ℝ) := by
  rw [harmonic_eq_sum_Icc]
  simp [one_div]
```

The main theorem combines these results. It reads: for $g>0$, the total mean emission time with the Dicke rates equals $2H_N/(g(N+1))$.

```lean
/-- The total mean emission time of `N` emitters descending the Dicke ladder is
`2 H_N / (g (N + 1))`, with `H_N` the harmonic number. -/
theorem emissionTime_dicke {g : ℝ} (hg : 0 < g) (N : ℕ) :
    emissionTime (ladderRate g N) N = 2 * (harmonic N : ℝ) / (g * ((N : ℝ) + 1)) := by
  -- reading the ladder from the other end leaves the sum unchanged
  have reflect : ∑ k ∈ Icc 1 N, 1 / ((N : ℝ) + 1 - k) = ∑ k ∈ Icc 1 N, 1 / (k : ℝ) := by
    refine Finset.sum_nbij' (fun k => N + 1 - k) (fun k => N + 1 - k) ?_ ?_ ?_ ?_ ?_
    · intro k hk
      simp only [mem_Icc] at hk ⊢
      omega
    · intro k hk
      simp only [mem_Icc] at hk ⊢
      omega
    · intro k hk
      simp only [mem_Icc] at hk ⊢
      omega
    · intro k hk
      simp only [mem_Icc] at hk ⊢
      omega
    · intro k hk
      simp only [mem_Icc] at hk
      have hle : k ≤ N + 1 := by omega
      have h : ((N + 1 - k : ℕ) : ℝ) = (N : ℝ) + 1 - k :=
        (Nat.cast_sub hle).trans (by simp)
      show 1 / ((N : ℝ) + 1 - k) = 1 / ((N + 1 - k : ℕ) : ℝ)
      rw [h]
  unfold emissionTime
  rw [Finset.sum_congr rfl (fun k hk => meanWait_ladderRate hg hk), ← Finset.mul_sum,
    Finset.sum_add_distrib, reflect, ← harmonic_eq_sum]
  ring
```

The step `reflect` reads the ladder from the other end. `Finset.sum_nbij'` takes the map $k\mapsto N+1-k$ as its own inverse; `omega` checks that it stays within $1,\dots,N$ and that applying it twice returns $k$. The last goal compares the summands, where $k\le N+1$ ensures that natural-number subtraction agrees with real subtraction. The closing lines insert the partial fractions, take out the common factor and add the two equal sums.

## Independent emitters and logarithmic growth

The comparison uses `emissionTime` with the rates `g * (k : ℝ)`.

```lean
/-- The Dicke ladder is emptied in `2 / (N + 1)` times the mean time that `N` independent
emitters, with rates `g k`, need to emit all their photons. -/
theorem emissionTime_speedup {g : ℝ} (hg : 0 < g) (N : ℕ) :
    emissionTime (ladderRate g N) N
      = 2 / ((N : ℝ) + 1) * emissionTime (fun k => g * (k : ℝ)) N := by
  have ind : emissionTime (fun k => g * (k : ℝ)) N = 1 / g * (harmonic N : ℝ) := by
    unfold emissionTime
    rw [harmonic_eq_sum, Finset.mul_sum]
    refine Finset.sum_congr rfl (fun k hk => ?_)
    have ha : (0 : ℝ) < k := by exact_mod_cast (mem_Icc.mp hk).1
    rw [meanWait_eq (mul_pos hg ha), one_div_mul_one_div]
  have hN : (N : ℝ) + 1 ≠ 0 := by positivity
  rw [emissionTime_dicke hg, ind]
  field_simp
```

The step `ind` evaluates the independent time as $H_N/g$, and dividing out common factors yields the ratio $2/(N+1)$.

The logarithmic bounds follow from Mathlib's estimates of the harmonic number.

```lean
/-- The total mean emission time of the Dicke ladder lies between `2 log (N + 1)` and
`2 (1 + log (N + 1))`, both divided by `g (N + 1)`. -/
theorem emissionTime_log_bounds {g : ℝ} (hg : 0 < g) (N : ℕ) :
    2 * Real.log ((N : ℝ) + 1) / (g * ((N : ℝ) + 1)) ≤ emissionTime (ladderRate g N) N ∧
      emissionTime (ladderRate g N) N
        ≤ 2 * (1 + Real.log ((N : ℝ) + 1)) / (g * ((N : ℝ) + 1)) := by
  have lo : Real.log ((N : ℝ) + 1) ≤ (harmonic N : ℝ) := by
    have h := log_add_one_le_harmonic N
    push_cast at h
    exact h
  have mono : Real.log (N : ℝ) ≤ Real.log ((N : ℝ) + 1) := by
    rcases Nat.eq_zero_or_pos N with h | h
    · simp [h]
    · exact Real.log_le_log (by exact_mod_cast h) (by linarith)
  have hi : (harmonic N : ℝ) ≤ 1 + Real.log ((N : ℝ) + 1) := by
    linarith [harmonic_le_one_add_log N]
  rw [emissionTime_dicke hg]
  constructor <;> gcongr

end

end DickeLadder
```

Here `lo` is the lower estimate, and `hi` weakens the upper estimate $1+\log N$ to $1+\log(N+1)$, so that both bounds contain the same logarithm. After rewriting with the main theorem, `gcongr` multiplies both estimates by the positive factor $2/(g(N+1))$.

```lean
#print axioms DickeLadder.ladderRate_even_le
-- 'DickeLadder.ladderRate_even_le' depends on axioms: [propext, Classical.choice, Quot.sound]
#print axioms DickeLadder.emissionTime_dicke
-- 'DickeLadder.emissionTime_dicke' depends on axioms: [propext, Classical.choice, Quot.sound]
#print axioms DickeLadder.emissionTime_speedup
-- 'DickeLadder.emissionTime_speedup' depends on axioms: [propext, Classical.choice, Quot.sound]
#print axioms DickeLadder.emissionTime_log_bounds
-- 'DickeLadder.emissionTime_log_bounds' depends on axioms: [propext, Classical.choice, Quot.sound]
```
